# A bound on the PAW two-centre term for overlapping augmentation spheres

Let two augmentation spheres in $\mathbb R^3$ have centres $a,b$, radii $r,s$ and centre distance $d=|a-b|$, and let $L$ be the lens in which the closed balls overlap. Suppose that measurable functions $f$ and $g$ satisfy, each in its own ball,

$$|f(x)|\le C\,(r-|x-a|)^k,\qquad |g(x)|\le D\,(s-|x-b|)^k,$$

with $C,D\ge 0$ and an integer $k\ge 0$, and that a measurable local operator $V$ satisfies $|V|\le M$ on $L$. Then

$$\left|\int_L \overline{f}\,V g\right|\le M\,C D\left(\frac{r+s-d}{2}\right)^{2k}\operatorname{vol}(L).$$

For equal radii, $V=1$, $M=1$ and $C=D$, the right side is $C^2(r-d/2)^{2k}\operatorname{vol}(L)$.

## Where the cross term comes from

The projector augmented-wave (PAW) method writes an all-electron state as a smooth pseudo state plus one correction per atom. The correction on the atom at $a$ is $\sum_i c_i(\phi_i-\tilde\phi_i)$, where $\phi_i$ and $\tilde\phi_i$ are the all-electron and pseudo partial waves, which agree outside the sphere, and $c_i$ is the overlap of the $i$-th projector with the pseudo state. The atom at $b$ has partial waves $\chi_j,\tilde\chi_j$ and coefficients $e_j$.

A matrix element of $V$ then contains products of corrections on different atoms. These are zero if the spheres are disjoint, and the usual one-centre formulas contain no such terms. Each pair of atoms gives two such terms, since either atom's correction can be the conjugated factor. For finitely many partial waves and a bounded local operator, the estimate limits the error made by leaving out one of these terms when the spheres overlap.

The exponent $k$ describes how smoothly the partial waves join at the sphere. If value and slope match and the difference has a bounded second radial derivative, the condition holds with $k=2$, and halving $r+s-d$ divides the prefactor of the volume by 16. The constant $C$ must cover the difference between all-electron and pseudo waves in the whole ball, including the region near the nucleus, although only the values in the lens enter the integral. The constant $M$ bounds the operator in the overlap region.

## From two depths to the integral

For $x\in L$ let $u=r-|x-a|$ and $v=s-|x-b|$ be the depths of $x$ below the two surfaces. Both are non-negative. The triangle inequality $d\le|x-a|+|x-b|$ gives

$$0\le u+v\le r+s-d.$$

Therefore

$$uv=\frac{(u+v)^2-(u-v)^2}{4}\le\left(\frac{r+s-d}{2}\right)^2 .$$

The sum of the two depths is limited, so the larger $u$ is, the less room is left for $v$. The integrand obeys

$$|\overline f\,V g|\le C u^k\,M\,D v^k=MCD\,(uv)^k\le MCD\left(\frac{r+s-d}{2}\right)^{2k}.$$

The lens has finite volume, so this bounded measurable integrand is integrable, and integrating the constant gives the result.

For the PAW corrections, the triangle inequality for sums carries the order of vanishing over. If $|\phi_i-\tilde\phi_i|\le C_i u^k$ for every $i$, then

$$\Big|\sum_i c_i(\phi_i-\tilde\phi_i)\Big|\le\Big(\sum_i|c_i|\,C_i\Big)u^k .$$

With constants $D_j$ for the second atom, $CD$ in the estimate becomes $\big(\sum_i|c_i|C_i\big)\big(\sum_j|e_j|D_j\big)$.

## Equality at the midpoint

Let $s=r$ and suppose that $uv=(r-d/2)^2$ at some point of the lens. Then

$$(u-v)^2=(u+v)^2-4uv\le(2r-d)^2-(2r-d)^2=0,$$

so $u=v$. Both $u$ and $r-d/2$ are non-negative, so $u^2=(r-d/2)^2$ gives $u=r-d/2$. Hence $|x-a|=|x-b|=d/2$, and in Euclidean space only the midpoint of $a$ and $b$ has these distances. Conversely, both depths equal $r-d/2$ there. This equality concerns the pointwise product of depths, not the integral.

## How the Lean statement expresses the physics

`Space` is three-dimensional Euclidean space, and `lens a b r s` is the intersection of two closed balls. `VanishesToOrder f c r k C` is the depth condition on the whole ball about the point `c`, which is a centre here and not a projector coefficient; for $k=0$ it only says that $f$ is bounded by $C$. `crossElement` is the lens integral with the complex conjugate on the first function, and `volume.real` is the lens volume as a real number. The volume is not evaluated in terms of $r$, $s$ and $d$.

The names `φt` and `χt` stand for the pseudo partial waves of the two atoms. The coefficients are arbitrary complex numbers, so projectors and their duality relations play no part. The vanishing conditions are assumed, not derived from a construction of partial waves.

The operator is multiplication by a function, which excludes the kinetic energy. The bound $M$ also excludes a bare Coulomb potential whose nucleus lies in the lens. If $d$ exceeds both radii, neither of the two nuclei does.

`crossElement_bound` states integrability alongside the estimate because Lean assigns the value zero to the integral of a non-integrable function.

## Integrating over all space

`crossElement` could have been defined as an integral over all of $\mathbb R^3$, with the added hypothesis that each correction is zero outside its own ball. The integrand would then vanish off the lens and the bound would be the same. The theorem would speak directly about the full two-centre matrix element, at the price of a support condition on both functions. The lens version leaves the functions free outside the spheres.

## Partial waves that do not match at the surface

Without the vanishing conditions the estimate can fail. Take $r=s=d=1$, $k=1$, $C=D=M=1$ and $V=f=g=1$. The integral is $\operatorname{vol}(L)>0$, while the right side is $\operatorname{vol}(L)/4$. The constant function violates $|f(x)|\le 1-|x-a|$ everywhere in the ball except at its centre. It corresponds to a correction that jumps at the sphere surface.

## The complete Lean file

```lean
import Mathlib

open MeasureTheory Metric
open scoped ComplexConjugate

namespace PAWTwoCentreTerm

noncomputable section

/-- Three-dimensional Euclidean space. -/
abbrev Space := EuclideanSpace ℝ (Fin 3)

/-- The overlap region of the augmentation spheres of radii `r` and `s` centred at `a` and `b`. -/
def lens (a b : Space) (r s : ℝ) : Set Space := closedBall a r ∩ closedBall b s

/-- Inside the sphere of radius `r` about `c`, the function `f` is bounded by `C` times
the `k`-th power of the depth below the sphere surface. -/
def VanishesToOrder (f : Space → ℂ) (c : Space) (r : ℝ) (k : ℕ) (C : ℝ) : Prop :=
  ∀ x ∈ closedBall c r, ‖f x‖ ≤ C * (r - dist x c) ^ k

/-- The matrix element of a local operator `V` between `f` and `g`, integrated over the lens. -/
def crossElement (V f g : Space → ℂ) (a b : Space) (r s : ℝ) : ℂ :=
  ∫ x in lens a b r s, conj (f x) * V x * g x

/-- The PAW on-site correction: projector coefficients `c` times the differences between
all-electron partial waves `φ` and pseudo partial waves `φt`. -/
def onsiteCorrection {ι : Type*} [Fintype ι] (c : ι → ℂ) (φ φt : ι → Space → ℂ) :
    Space → ℂ :=
  fun x => ∑ i, c i * (φ i x - φt i x)

/-- The `k`-th power of the depth below the sphere surface vanishes to order `k`
with constant one. -/
theorem vanishesToOrder_witness (c : Space) (r : ℝ) (k : ℕ) :
    VanishesToOrder (fun x => (((r - dist x c) ^ k : ℝ) : ℂ)) c r k 1 := by
  intro x hx
  have hu : 0 ≤ r - dist x c := sub_nonneg.mpr (mem_closedBall.mp hx)
  rw [Complex.norm_real, Real.norm_of_nonneg (pow_nonneg hu k), one_mul]

/-- At every point of the lens, the product of the depths below the two sphere surfaces is at most
the square of half the overlap length `r + s - dist a b`. -/
theorem depth_product_le {a b x : Space} {r s : ℝ} (hx : x ∈ lens a b r s) :
    (r - dist x a) * (s - dist x b) ≤ ((r + s - dist a b) / 2) ^ 2 := by
  have hu : dist x a ≤ r := mem_closedBall.mp hx.1
  have hv : dist x b ≤ s := mem_closedBall.mp hx.2
  -- the triangle inequality bounds the sum of the depths
  have ht : dist a b ≤ dist x a + dist x b := dist_triangle_left a b x
  have hsum : (r - dist x a) + (s - dist x b) ≤ r + s - dist a b := by linarith
  have hsq := pow_le_pow_left₀ (by linarith) hsum 2
  nlinarith [sq_nonneg ((r - dist x a) - (s - dist x b))]

/-- For equal radii, a point of the lens attains the bound on the product of depths if and only if
it is the midpoint of the two centres. -/
theorem depth_product_eq_iff {a b x : Space} {r : ℝ} (hx : x ∈ lens a b r r) :
    (r - dist x a) * (r - dist x b) = (r - dist a b / 2) ^ 2 ↔ x = midpoint ℝ a b := by
  have hu : dist x a ≤ r := mem_closedBall.mp hx.1
  have hv : dist x b ≤ r := mem_closedBall.mp hx.2
  have ht : dist a b ≤ dist x a + dist x b := dist_triangle_left a b x
  constructor
  · intro h
    have hsum : (r - dist x a) + (r - dist x b) ≤ 2 * r - dist a b := by linarith
    have hsq := pow_le_pow_left₀ (by linarith) hsum 2
    -- equality forces equal depths
    have hz : (dist x a - dist x b) ^ 2 = 0 :=
      le_antisymm (by nlinarith) (sq_nonneg _)
    have he : dist x a = dist x b := sub_eq_zero.mp (pow_eq_zero_iff two_ne_zero |>.mp hz)
    have hm : 0 ≤ r - dist a b / 2 := by linarith
    have hd : r - dist x a = r - dist a b / 2 := by
      rw [← he, ← pow_two] at h
      exact (sq_eq_sq₀ (by linarith) hm).mp h
    apply eq_midpoint_of_dist_eq_half
    · rw [dist_comm a x]; linarith
    · linarith
  · intro h
    have h1 : dist x a = dist a b / 2 := by
      rw [h, dist_midpoint_left, Real.norm_ofNat]; ring
    have h2 : dist x b = dist a b / 2 := by
      rw [h, dist_midpoint_right, Real.norm_ofNat]; ring
    rw [h1, h2]; ring

/-- For a measurable local operator bounded by `M` on the lens and measurable functions vanishing to
order `k` at their own sphere surfaces with constants `C` and `D`, the two-centre integrand is
integrable on the lens, and its integral has absolute value at most `M C D ((r + s - dist a b) / 2)
^ (2 k)` times the lens volume. -/
theorem crossElement_bound {V f g : Space → ℂ} {a b : Space} {r s M C D : ℝ} {k : ℕ}
    (hVm : Measurable V) (hfm : Measurable f) (hgm : Measurable g)
    (hC : 0 ≤ C) (hD : 0 ≤ D) (hV : ∀ x ∈ lens a b r s, ‖V x‖ ≤ M)
    (hf : VanishesToOrder f a r k C) (hg : VanishesToOrder g b s k D) :
    IntegrableOn (fun x => conj (f x) * V x * g x) (lens a b r s) ∧
    ‖crossElement V f g a b r s‖ ≤
      M * (C * D) * ((r + s - dist a b) / 2) ^ (2 * k) * volume.real (lens a b r s) := by
  have hfin : volume (lens a b r s) < ⊤ :=
    (measure_mono Set.inter_subset_left).trans_lt measure_closedBall_lt_top
  have hmeas : MeasurableSet (lens a b r s) :=
    measurableSet_closedBall.inter measurableSet_closedBall
  -- pointwise bound on the integrand
  have hb : ∀ x ∈ lens a b r s, ‖conj (f x) * V x * g x‖ ≤
      M * (C * D) * ((r + s - dist a b) / 2) ^ (2 * k) := by
    intro x hx
    have hu : 0 ≤ r - dist x a := sub_nonneg.mpr (mem_closedBall.mp hx.1)
    have hv : 0 ≤ s - dist x b := sub_nonneg.mpr (mem_closedBall.mp hx.2)
    have hM : 0 ≤ M := (norm_nonneg _).trans (hV x hx)
    have hCu : 0 ≤ C * (r - dist x a) ^ k := mul_nonneg hC (pow_nonneg hu k)
    rw [norm_mul, norm_mul, RCLike.norm_conj]
    calc ‖f x‖ * ‖V x‖ * ‖g x‖
        ≤ (C * (r - dist x a) ^ k) * M * (D * (s - dist x b) ^ k) :=
          mul_le_mul (mul_le_mul (hf x hx.1) (hV x hx) (norm_nonneg _) hCu)
            (hg x hx.2) (norm_nonneg _) (mul_nonneg hCu hM)
      _ = M * (C * D) * ((r - dist x a) * (s - dist x b)) ^ k := by
          rw [mul_pow]; ring
      _ ≤ M * (C * D) * (((r + s - dist a b) / 2) ^ 2) ^ k :=
          mul_le_mul_of_nonneg_left
            (pow_le_pow_left₀ (mul_nonneg hu hv) (depth_product_le hx) k)
            (mul_nonneg hM (mul_nonneg hC hD))
      _ = M * (C * D) * ((r + s - dist a b) / 2) ^ (2 * k) := by rw [pow_mul]
  have hm : Measurable (fun x => conj (f x) * V x * g x) :=
    ((Complex.continuous_conj.measurable.comp hfm).mul hVm).mul hgm
  exact ⟨IntegrableOn.of_bound hfin hm.aestronglyMeasurable _
      ((ae_restrict_iff' hmeas).mpr (Filter.Eventually.of_forall hb)),
    norm_setIntegral_le_of_norm_le_const hfin hb⟩

/-- For equal radii `r` and centres at distance `d`, the overlap integral over the lens of two
measurable functions vanishing to order `k` at their own sphere surfaces, both with constant `C`,
has absolute value at most `C ^ 2 (r - d / 2) ^ (2 k)` times the lens volume. -/
theorem overlap_bound {f g : Space → ℂ} {a b : Space} {r C : ℝ} {k : ℕ}
    (hfm : Measurable f) (hgm : Measurable g) (hC : 0 ≤ C)
    (hf : VanishesToOrder f a r k C) (hg : VanishesToOrder g b r k C) :
    ‖∫ x in lens a b r r, conj (f x) * g x‖ ≤
      C ^ 2 * (r - dist a b / 2) ^ (2 * k) * volume.real (lens a b r r) := by
  have h := (crossElement_bound (V := fun _ => 1) (M := 1) measurable_const hfm hgm hC hC
    (fun _ _ => by simp) hf hg).2
  have e : (r + r - dist a b) / 2 = r - dist a b / 2 := by ring
  simp only [crossElement, mul_one, one_mul] at h
  rw [e] at h
  rw [pow_two C]
  exact h

/-- If each partial-wave difference vanishes to order `k` with constant `C i`, the on-site
correction vanishes to order `k` with constant `∑ i, |c i| C i`. -/
theorem onsiteCorrection_vanishes {ι : Type*} [Fintype ι] {c : ι → ℂ}
    {φ φt : ι → Space → ℂ} {a : Space} {r : ℝ} {k : ℕ} {C : ι → ℝ}
    (h : ∀ i, VanishesToOrder (fun x => φ i x - φt i x) a r k (C i)) :
    VanishesToOrder (onsiteCorrection c φ φt) a r k (∑ i, ‖c i‖ * C i) := by
  intro x hx
  unfold onsiteCorrection
  rw [Finset.sum_mul]
  refine (norm_sum_le _ _).trans (Finset.sum_le_sum fun i _ => ?_)
  rw [norm_mul, mul_assoc]
  exact mul_le_mul_of_nonneg_left (h i x hx) (norm_nonneg _)

/-- If the partial-wave differences of two atoms vanish to order `k` with constants `C i` and `D j`,
and a local operator is bounded by `M` on the lens, then its lens matrix element between the two
on-site corrections has absolute value at most `M (∑ i, |c i| C i) (∑ j, |e j| D j) ((r + s - dist a
b) / 2) ^ (2 k)` times the lens volume. -/
theorem paw_two_centre_bound {ι κ : Type*} [Fintype ι] [Fintype κ] {V : Space → ℂ}
    {c : ι → ℂ} {e : κ → ℂ} {φ φt : ι → Space → ℂ} {χ χt : κ → Space → ℂ}
    {a b : Space} {r s M : ℝ} {k : ℕ} {C : ι → ℝ} {D : κ → ℝ}
    (hVm : Measurable V) (hφ : ∀ i, Measurable (φ i)) (hφt : ∀ i, Measurable (φt i))
    (hχ : ∀ j, Measurable (χ j)) (hχt : ∀ j, Measurable (χt j))
    (hC : ∀ i, 0 ≤ C i) (hD : ∀ j, 0 ≤ D j) (hV : ∀ x ∈ lens a b r s, ‖V x‖ ≤ M)
    (hf : ∀ i, VanishesToOrder (fun x => φ i x - φt i x) a r k (C i))
    (hg : ∀ j, VanishesToOrder (fun x => χ j x - χt j x) b s k (D j)) :
    ‖crossElement V (onsiteCorrection c φ φt) (onsiteCorrection e χ χt) a b r s‖ ≤
      M * ((∑ i, ‖c i‖ * C i) * ∑ j, ‖e j‖ * D j) *
        ((r + s - dist a b) / 2) ^ (2 * k) * volume.real (lens a b r s) := by
  have h1 : Measurable (onsiteCorrection c φ φt) := by
    unfold onsiteCorrection
    exact Finset.measurable_fun_sum _ fun i _ => ((hφ i).sub (hφt i)).const_mul (c i)
  have h2 : Measurable (onsiteCorrection e χ χt) := by
    unfold onsiteCorrection
    exact Finset.measurable_fun_sum _ fun j _ => ((hχ j).sub (hχt j)).const_mul (e j)
  exact (crossElement_bound hVm h1 h2
    (Finset.sum_nonneg fun i _ => mul_nonneg (norm_nonneg _) (hC i))
    (Finset.sum_nonneg fun j _ => mul_nonneg (norm_nonneg _) (hD j)) hV
    (onsiteCorrection_vanishes hf) (onsiteCorrection_vanishes hg)).2

end

end PAWTwoCentreTerm
```

```lean
#print axioms PAWTwoCentreTerm.depth_product_eq_iff
#print axioms PAWTwoCentreTerm.overlap_bound
#print axioms PAWTwoCentreTerm.paw_two_centre_bound
```

```
'PAWTwoCentreTerm.depth_product_eq_iff' depends on axioms: [propext, Classical.choice, Quot.sound]
'PAWTwoCentreTerm.overlap_bound' depends on axioms: [propext, Classical.choice, Quot.sound]
'PAWTwoCentreTerm.paw_two_centre_bound' depends on axioms: [propext, Classical.choice, Quot.sound]
```

## How the proof follows the derivation

`vanishesToOrder_witness` shows that the depth condition can be met: the function $(r-|x-c|)^k$ satisfies it with constant one.

`depth_product_le` is the inequality for $uv$. The triangle inequality enters as `ht`, `pow_le_pow_left₀` squares the bound on the sum, and `nlinarith` finishes with the fact that $(u-v)^2$ is non-negative.

`depth_product_eq_iff` treats the equality case. The step `hz` shows that the squared difference of the two distances is zero, `hd` extracts the common depth, and `eq_midpoint_of_dist_eq_half` identifies the point. The reverse direction inserts the distances from the midpoint to the two centres.

`crossElement_bound` holds the main argument. Its `calc` block, inside `hb`, multiplies the three pointwise bounds, collects the depths into $(uv)^k$, and applies `depth_product_le` raised to the power $k$. The sign of $M$ needs no hypothesis, since $0\le|V(x)|\le M$ at any point of the lens. Then `IntegrableOn.of_bound` gives integrability from the finite volume, and `norm_setIntegral_le_of_norm_le_const` gives the estimate.

`overlap_bound` is the case of equal radii and equal constants with $V=1$ and $M=1$; what remains is to remove the factors of one and to rewrite $(r+r-d)/2$ as $r-d/2$ and $C\cdot C$ as $C^2$.

`onsiteCorrection_vanishes` applies `norm_sum_le` and then bounds the sum term by term. `paw_two_centre_bound` assumes that $V$ and all partial waves are measurable and that every $C_i$ and $D_j$ is non-negative. It checks that the two corrections are then measurable with non-negative constants, and passes them to `crossElement_bound`.
